# In one dimension, the mean of the Gamma-centred and half-shifted N-point averages is the Gamma-centred 2N-point average

For a function \(g:\mathbb R\to\mathbb C\) of the fractional coordinate \(x\) along one reciprocal lattice direction, a mesh size \(N\ge 1\) and an offset \(s\) measured in mesh spacings, write
\[
A_N^s(g)=\frac1N\sum_{r=0}^{N-1} g\!\left(\frac{r+s}{N}\right),
\]
so that \(s=0\) is the Gamma-centred mesh and \(s=\tfrac12\) the half-shifted one.

```lean
import Mathlib

open Finset

namespace BrillouinMeshDoubling

noncomputable section

/-- The average of `g` over the `N` equally spaced points `(r + s) / N`, `r = 0, ..., N - 1`,
of the unit cell; the offset `s` is measured in mesh spacings. -/
def gridAvg (N : ℕ+) (s : ℝ) (g : ℝ → ℂ) : ℂ :=
  (∑ r ∈ range (N : ℕ), g (((r : ℝ) + s) / ((N : ℕ) : ℝ))) / ((N : ℕ) : ℂ)

/-- The plane wave `exp (2 π i m x)` with integer index `m`, in the fractional coordinate `x`. -/
def planeWave (m : ℤ) (x : ℝ) : ℂ :=
  Complex.exp (2 * Real.pi * Complex.I * m * x)

/-- A sum over `p * N` consecutive mesh indices splits into `N` blocks of length `p`. -/
theorem sum_range_blocks (p N : ℕ) (f : ℕ → ℂ) :
    ∑ k ∈ range (p * N), f k = ∑ r ∈ range N, ∑ j ∈ range p, f (p * r + j) := by
  induction N with
  | zero => simp
  | succ n ih => rw [Nat.mul_succ, Finset.sum_range_add, ih, Finset.sum_range_succ]

/-- Averaging the `N`-point mesh averages with the `p` offsets `(s + j) / p`, `j = 0, ..., p - 1`,
gives the average over the `p * N`-point mesh with offset `s`. -/
theorem gridAvg_refine (p N : ℕ+) (s : ℝ) (g : ℝ → ℂ) :
    (∑ j ∈ range (p : ℕ), gridAvg N ((s + (j : ℝ)) / ((p : ℕ) : ℝ)) g) / ((p : ℕ) : ℂ)
      = gridAvg (p * N) s g := by
  have hp : ((p : ℕ) : ℝ) ≠ 0 := Nat.cast_ne_zero.mpr p.ne_zero
  have hN : ((N : ℕ) : ℝ) ≠ 0 := Nat.cast_ne_zero.mpr N.ne_zero
  -- the shifted coarse meshes together visit each fine mesh point once
  have key : ∑ j ∈ range (p : ℕ), ∑ r ∈ range (N : ℕ),
        g (((r : ℝ) + (s + (j : ℝ)) / ((p : ℕ) : ℝ)) / ((N : ℕ) : ℝ))
      = ∑ k ∈ range ((p : ℕ) * (N : ℕ)),
        g (((k : ℝ) + s) / (((p : ℕ) * (N : ℕ) : ℕ) : ℝ)) := by
    rw [sum_range_blocks (p : ℕ) (N : ℕ), Finset.sum_comm]
    refine Finset.sum_congr rfl fun r _ => Finset.sum_congr rfl fun j _ => ?_
    congr 1
    push_cast
    field_simp
    ring
  simp only [gridAvg, PNat.mul_coe]
  rw [← Finset.sum_div, key, div_div]
  congr 1
  push_cast
  ring

/-- Mesh doubling: the mean of the Gamma-centred and the half-shifted `N`-point averages is the
Gamma-centred average over `2 * N` points, for any function `g`. -/
theorem gamma_half_shift_mean (N : ℕ+) (g : ℝ → ℂ) :
    (gridAvg N 0 g + gridAvg N (1 / 2) g) / 2 = gridAvg (2 * N) 0 g := by
  have h := gridAvg_refine 2 N 0 g
  simpa [Finset.sum_range_succ] using h

/-- Aliasing rule: the mesh average of a plane wave vanishes unless `N` divides its index `m`,
in which case it equals the value of the wave at the first mesh point `s / N`. -/
theorem gridAvg_planeWave (N : ℕ+) (s : ℝ) (m : ℤ) :
    gridAvg N s (planeWave m)
      = if ((N : ℕ) : ℤ) ∣ m then planeWave m (s / ((N : ℕ) : ℝ)) else 0 := by
  have hN : ((N : ℕ) : ℂ) ≠ 0 := Nat.cast_ne_zero.mpr N.ne_zero
  -- the phase gained from one mesh point to the next
  obtain ⟨ζ, hζ⟩ : ∃ ζ : ℂ,
      ζ = Complex.exp (2 * Real.pi * Complex.I * m / ((N : ℕ) : ℂ)) := ⟨_, rfl⟩
  have hterm : ∀ r : ℕ, planeWave m (((r : ℝ) + s) / ((N : ℕ) : ℝ))
      = planeWave m (s / ((N : ℕ) : ℝ)) * ζ ^ r := by
    intro r
    rw [hζ, planeWave, planeWave, ← Complex.exp_nat_mul, ← Complex.exp_add]
    congr 1
    push_cast
    ring
  simp only [gridAvg, hterm, ← Finset.mul_sum]
  split_ifs with h
  · -- all phases agree
    obtain ⟨q, hq⟩ := h
    have h1 : ζ = 1 := by
      rw [hζ, Complex.exp_eq_one_iff]
      refine ⟨q, ?_⟩
      rw [hq, div_eq_iff hN]
      push_cast
      ring
    rw [h1]
    simp only [one_pow, Finset.sum_const, Finset.card_range, nsmul_eq_mul, mul_one]
    exact mul_div_cancel_right₀ _ hN
  · -- the phases form a full geometric series of roots of unity
    have hne : ζ ≠ 1 := by
      intro h1
      rw [hζ, Complex.exp_eq_one_iff] at h1
      obtain ⟨q, hq⟩ := h1
      rw [div_eq_iff hN] at hq
      have hm : (m : ℂ) = ((N : ℕ) : ℂ) * (q : ℂ) :=
        mul_left_cancel₀ Complex.two_pi_I_ne_zero (by linear_combination hq)
      exact h ⟨q, by exact_mod_cast hm⟩
    have hpow : ζ ^ (N : ℕ) = 1 := by
      rw [hζ, ← Complex.exp_nat_mul, Complex.exp_eq_one_iff]
      refine ⟨m, ?_⟩
      rw [mul_div_cancel₀ _ hN]
      ring
    rw [geom_sum_eq hne, hpow]
    simp

/-- On the half-shifted `N`-point mesh the plane wave of index `N * q` averages to `(-1) ^ q`. -/
theorem half_shift_alias_sign (N : ℕ+) (q : ℤ) :
    gridAvg N (1 / 2) (planeWave (((N : ℕ) : ℤ) * q)) = (-1 : ℂ) ^ q := by
  have hN : ((N : ℕ) : ℂ) ≠ 0 := Nat.cast_ne_zero.mpr N.ne_zero
  rw [gridAvg_planeWave, if_pos (dvd_mul_right _ _), ← Complex.exp_pi_mul_I,
    ← Complex.exp_int_mul, planeWave]
  congr 1
  push_cast
  field_simp

/-- For the plane wave of index `N`, the mean of the Gamma-centred average and the average with
offset `s` equals the doubled-mesh average exactly when `s` is an integer plus one half. -/
theorem doubling_iff_half_shift (N : ℕ+) (s : ℝ) :
    (gridAvg N 0 (planeWave ((N : ℕ) : ℤ)) + gridAvg N s (planeWave ((N : ℕ) : ℤ))) / 2
        = gridAvg (2 * N) 0 (planeWave ((N : ℕ) : ℤ))
      ↔ ∃ k : ℤ, s = (k : ℝ) + 1 / 2 := by
  have hN : ((N : ℕ) : ℂ) ≠ 0 := Nat.cast_ne_zero.mpr N.ne_zero
  have h1 : gridAvg N 0 (planeWave ((N : ℕ) : ℤ)) = 1 := by
    rw [gridAvg_planeWave, if_pos (dvd_refl _)]
    simp [planeWave]
  have h2 : gridAvg N s (planeWave ((N : ℕ) : ℤ))
      = Complex.exp (2 * Real.pi * Complex.I * s) := by
    rw [gridAvg_planeWave, if_pos (dvd_refl _), planeWave]
    congr 1
    push_cast
    field_simp
  -- this harmonic averages to zero on the doubled mesh
  have h3 : gridAvg (2 * N) 0 (planeWave ((N : ℕ) : ℤ)) = 0 := by
    rw [gridAvg_planeWave, if_neg]
    intro h
    have hpos : 0 < (N : ℕ) := N.pos
    have hle := Int.le_of_dvd (by exact_mod_cast hpos) h
    simp only [PNat.mul_coe, PNat.val_ofNat, Nat.cast_mul, Nat.cast_ofNat] at hle
    omega
  rw [h1, h2, h3]
  constructor
  · intro h
    have he : Complex.exp (2 * Real.pi * Complex.I * s - Real.pi * Complex.I) = 1 := by
      rw [Complex.exp_sub, Complex.exp_pi_mul_I]
      linear_combination (-2) * h
    obtain ⟨k, hk⟩ := Complex.exp_eq_one_iff.mp he
    have hs : (s : ℂ) = (k : ℂ) + 1 / 2 :=
      mul_left_cancel₀ Complex.two_pi_I_ne_zero (by linear_combination hk)
    refine ⟨k, Complex.ofReal_injective ?_⟩
    push_cast
    exact hs
  · rintro ⟨k, rfl⟩
    have e : 2 * Real.pi * Complex.I * (((k : ℝ) + 1 / 2 : ℝ) : ℂ)
        = (k : ℂ) * (2 * Real.pi * Complex.I) + Real.pi * Complex.I := by
      push_cast
      ring
    rw [e, Complex.exp_add, Complex.exp_eq_one_iff.mpr ⟨k, rfl⟩, Complex.exp_pi_mul_I]
    norm_num

end

end BrillouinMeshDoubling
```

```lean
#print axioms BrillouinMeshDoubling.gamma_half_shift_mean
#print axioms BrillouinMeshDoubling.half_shift_alias_sign
#print axioms BrillouinMeshDoubling.doubling_iff_half_shift
```

```
'BrillouinMeshDoubling.gamma_half_shift_mean' depends on axioms: [propext, Classical.choice, Quot.sound]
'BrillouinMeshDoubling.half_shift_alias_sign' depends on axioms: [propext, Classical.choice, Quot.sound]
'BrillouinMeshDoubling.doubling_iff_half_shift' depends on axioms: [propext, Classical.choice, Quot.sound]
```

## Two coarse meshes interleave into one fine mesh

In Lean, \(A_N^s(g)\) is `gridAvg N s g`. The type `ℕ+` makes \(N\) a positive integer, and `range N` supplies \(r=0,\dots,N-1\). The theorem `gamma_half_shift_mean` states
\[
\tfrac12\left(A_N^0(g)+A_N^{1/2}(g)\right)=A_{2N}^0(g).
\]
The function \(g\) is arbitrary: neither continuity nor periodicity is assumed. The reason is that
\[
\frac rN=\frac{2r}{2N},\qquad \frac{r+\frac12}{N}=\frac{2r+1}{2N},
\]
so the first mesh supplies the even-numbered points of the fine mesh and the second the odd-numbered ones. Each coarse average carries the weight \(1/N\), and halving gives \(1/(2N)\).

The general law, `gridAvg_refine`, uses \(p\) offsets. Every index \(k\) from \(0\) to \(pN-1\) is uniquely \(k=pr+j\) with \(0\le r<N\) and \(0\le j<p\), and
\[
\frac{k+s}{pN}=\frac{r+(s+j)/p}{N}.
\]
Summing over \(r\) and \(j\) and dividing by \(pN\) gives
\[
\frac1p\sum_{j=0}^{p-1}A_N^{(s+j)/p}(g)=A_{pN}^s(g).
\]
Mesh doubling is the case \(p=2\), \(s=0\).

For example, take \(N=2\) and \(g(x)=\cos^2(2\pi x)\). The points \(0,\tfrac12\) give the average \(1\), and \(\tfrac14,\tfrac34\) give \(0\). Their mean is \(\tfrac12\), as is the four-point average \((1+0+1+0)/4\).

## Splitting the index range without division

The proof of refinement turns on `Finset.sum_range_add`, which cuts a sum over `range (a + b)` into its first \(a\) terms and \(b\) further terms with index \(a+j\). In `sum_range_blocks`, induction on \(N\) uses \(p(n+1)=pn+p\) to detach one block of length \(p\) at a time. The decomposition \(k=pr+j\) thus comes out of the induction, with no need to construct a bijection from quotients and remainders. In `gridAvg_refine`, `Finset.sum_comm` then exchanges the sums over \(r\) and \(j\), and `field_simp` and `ring` verify that the sampling points agree.

## What happens to the aliases

For an integer \(m\), `planeWave m` is \(e^{2\pi i m x}\). With \(\zeta=e^{2\pi i m/N}\), its mesh average is
\[
A_N^s=\frac{e^{2\pi i m s/N}}N\sum_{r=0}^{N-1}\zeta^r .
\]
If \(N\) divides \(m\), then \(\zeta=1\) and the phase \(e^{2\pi i m s/N}\) remains. Otherwise \(\zeta\ne1\) but \(\zeta^N=1\), so the sum \((\zeta^N-1)/(\zeta-1)\) vanishes. These are the two branches of `gridAvg_planeWave`, the second closed by `geom_sum_eq`.

For \(m=Nq\), the Gamma-centred average is \(1\), while `half_shift_alias_sign` gives \(e^{i\pi q}=(-1)^q\) on the half-shifted mesh. Harmonics with odd \(q\) therefore cancel in the mean, and those with even \(q\) survive, as they do on the doubled mesh.

The theorem `doubling_iff_half_shift` tests other offsets on the single harmonic \(m=N\). The Gamma-centred average is \(1\), the shifted one \(e^{2\pi i s}\), and the doubled-mesh average \(0\), because \(2N\) does not divide \(N\). Equality requires
\[
\frac{1+e^{2\pi i s}}2=0,
\]
that is, \(e^{2\pi i s}=-1\), or \(s=k+\tfrac12\) with \(k\) an integer. Lean multiplies by \(e^{-i\pi}\) to turn this into an exponential equal to \(1\), then applies `Complex.exp_eq_one_iff`.

## Use in Brillouin-zone sampling

In a one-dimensional Brillouin-zone average of a fixed integrand, a completed Gamma-centred calculation can be refined to \(2N\) points by evaluating only the \(N\) half-shifted points. Both averages must use the same \(g\): if the Fermi level or the self-consistent potential is redetermined on each mesh, the integrand can change, and the identity then does not apply to the two results. In three dimensions, doubling the mesh along all three directions takes all eight combinations of the offsets \(0\) and \(\tfrac12\); the Gamma-centred mesh and the mesh shifted by half a spacing along every direction are only two of them. The theorems compare finite averages and give no error bound against the Brillouin-zone integral.
